# Hole symmetry of the closed-shell Pariser-Parr-Pople energy for bipartite hopping and matched site energies

Q: Take one site with population $P$, repulsion $w$ and site energy $-w/2$. Its mean-field energy is $-wP/2+wP^2/4=\tfrac w4[(P-1)^2-1]$, unchanged by $P\to 2-P$. What happens to the bonds when there are more sites?

A: With two bonded sites, a plain $2-P$ would reverse the bond order $P_{12}$ and so the hopping energy. Give the sites signs $z_1=1$, $z_2=-1$, and let $Z$ be the diagonal matrix of signs. Then $P'=2-ZPZ$ reflects the populations but keeps $P_{12}$.

In Lean 4 with Mathlib:

```lean
import Mathlib

open Matrix

namespace PPPHoleSymmetry

noncomputable section

variable {n : Type*} [Fintype n] [DecidableEq n]
```

Q: How is a general molecule described?

A: By a finite set of sites `n`, a sign $z_p=\pm1$ on each, and a real one-electron matrix $h$ that vanishes between distinct sites of equal sign. Rings are allowed if they respect this.

```lean
/-- A sublattice sign: every site carries the sign `1` or `-1`. -/
def IsSublatticeSign (z : n → ℝ) : Prop := ∀ p, z p = 1 ∨ z p = -1

/-- Bipartite hopping: `h` has no element between distinct sites of the same sublattice. -/
def IsBipartite (z : n → ℝ) (h : Matrix n n ℝ) : Prop :=
  ∀ p q, p ≠ q → z p = z q → h p q = 0
```

Q: And is the energy really the Hartree-Fock one?

A: It is the closed-shell expression with zero differential overlap, where $w_{pq}$ is the repulsion between sites and $P$ is summed over spin:
$$E(P)=\sum_{pq}h_{pq}P_{pq}+\tfrac12\sum_{pq}w_{pq}\left(P_{pp}P_{qq}-\tfrac12P_{pq}^2\right).$$
The constant core-core repulsion is left out. The matching Fock matrix $F$ is defined by its entries, and `holeDensity` is $P'$.

```lean
/-- The Pariser-Parr-Pople energy of a closed-shell density matrix `P` (summed over spin), with
one-electron matrix `h` and site-site repulsion `w`. -/
def energy (h w P : Matrix n n ℝ) : ℝ :=
  ∑ p, ∑ q, h p q * P p q + 1 / 2 * ∑ p, ∑ q, w p q * (P p p * P q q - P p q ^ 2 / 2)

/-- The closed-shell Pariser-Parr-Pople Fock matrix: one-electron part, Coulomb part on the
diagonal, and exchange part. -/
def fock (h w P : Matrix n n ℝ) : Matrix n n ℝ :=
  Matrix.of fun p q => h p q + (if p = q then ∑ r, w p r * P r r else 0) - w p q * P p q / 2

/-- The hole density matrix `2 - Z P Z`, with `Z` the diagonal matrix of sublattice signs. -/
def holeDensity (z : n → ℝ) (P : Matrix n n ℝ) : Matrix n n ℝ :=
  (2 : ℝ) • (1 : Matrix n n ℝ) - diagonal z * P * diagonal z
```

Q: What are the entries of $P'$?

A: Since $z_p^2=1$, they are $P'_{pp}=2-P_{pp}$ and, for $p\ne q$, $P'_{pq}=-z_pP_{pq}z_q$.

```lean
omit [Fintype n] [DecidableEq n] in
lemma sign_sq {z : n → ℝ} (hz : IsSublatticeSign z) (p : n) : z p * z p = 1 := by
  rcases hz p with a | a <;> rw [a] <;> norm_num

/-- The hole density has population `2 - P_pp` on site `p`. -/
lemma holeDensity_diag {z : n → ℝ} (hz : IsSublatticeSign z) (P : Matrix n n ℝ) (p : n) :
    holeDensity z P p p = 2 - P p p := by
  rw [holeDensity, Matrix.sub_apply, Matrix.smul_apply, Matrix.one_apply_eq,
    Matrix.mul_diagonal, Matrix.diagonal_mul, smul_eq_mul]
  linear_combination (-P p p) * sign_sq hz p

/-- Between distinct sites the hole density is minus the bond order times both signs. -/
lemma holeDensity_off (z : n → ℝ) (P : Matrix n n ℝ) {p q : n} (hpq : p ≠ q) :
    holeDensity z P p q = -(z p * P p q * z q) := by
  rw [holeDensity, Matrix.sub_apply, Matrix.smul_apply, Matrix.one_apply_ne hpq,
    Matrix.mul_diagonal, Matrix.diagonal_mul, smul_eq_mul]
  ring
```

For $p\ne q$, either $h_{pq}=0$ or $z_pz_q=-1$. Both cases give $h_{pq}(1+z_pz_q)=0$, hence $h_{pq}P'_{pq}=h_{pq}P_{pq}$.

```lean
omit [Fintype n] [DecidableEq n] in
lemma hopping_sign {z : n → ℝ} {h : Matrix n n ℝ} (hz : IsSublatticeSign z)
    (hb : IsBipartite z h) {p q : n} (hpq : p ≠ q) : h p q * (1 + z p * z q) = 0 := by
  by_cases e : z p = z q
  · rw [hb p q hpq e, zero_mul]
  · rcases hz p with a | a <;> rcases hz q with b | b
    · exact absurd (a.trans b.symm) e
    · rw [a, b]; ring
    · rw [a, b]; ring
    · exact absurd (a.trans b.symm) e
```

Q: Then only site terms can change the energy. By how much?

A: The one-electron part changes by $\sum_p h_{pp}(2-2P_{pp})$. Off-diagonal exchange is unchanged, because $P'^2_{pq}=P^2_{pq}$. For $p\neq q$ the Coulomb product changes by
$$(2-P_{pp})(2-P_{qq})-P_{pp}P_{qq}=(2-2P_{pp})+(2-2P_{qq}).$$
For $p=q$, Coulomb and exchange together change by $\tfrac12[(2-P_{pp})^2-P_{pp}^2]=2-2P_{pp}$, one such term fewer than the formula for $p\ne q$ would give. Summing with $w_{pq}=w_{qp}$,
$$E(P')-E(P)=\sum_p(1-P_{pp})\Big(2h_{pp}+2\sum_r w_{pr}-w_{pp}\Big).$$
In the proof, `h1` and `h2` are these termwise changes, `h3` uses the symmetry of $w$, and `h4` expands the right-hand side.

```lean
/-- For bipartite hopping, symmetric repulsion and arbitrary site energies, the energy change on
passing to the hole density is a sum over sites, linear in the deviation of each population from
one. -/
theorem energy_holeDensity_sub {z : n → ℝ} {h w : Matrix n n ℝ} (hz : IsSublatticeSign z)
    (hb : IsBipartite z h) (hw : w.IsSymm) (P : Matrix n n ℝ) :
    energy h w (holeDensity z P) - energy h w P =
      ∑ p, (1 - P p p) * (2 * h p p + 2 * ∑ r, w p r - w p p) := by
  -- one-electron terms change only on the diagonal
  have h1 : ∀ p q, h p q * holeDensity z P p q =
      h p q * P p q + (if p = q then h p p * (2 - 2 * P p p) else 0) := by
    intro p q
    by_cases e : p = q
    · subst e
      rw [if_pos rfl, holeDensity_diag hz]; ring
    · rw [if_neg e, holeDensity_off z P e]
      linear_combination (-P p q) * hopping_sign hz hb e
  -- Coulomb and exchange terms
  have h2 : ∀ p q, w p q * (holeDensity z P p p * holeDensity z P q q
        - holeDensity z P p q ^ 2 / 2) =
      w p q * (P p p * P q q - P p q ^ 2 / 2)
        + (w p q * (2 - 2 * P p p) + w p q * (2 - 2 * P q q))
        - (if p = q then w p p * (2 - 2 * P p p) else 0) := by
    intro p q
    by_cases e : p = q
    · subst e
      rw [if_pos rfl, holeDensity_diag hz]; ring
    · rw [if_neg e, holeDensity_off z P e, holeDensity_diag hz, holeDensity_diag hz]
      linear_combination (-(w p q * P p q ^ 2 / 2)) *
        (z q ^ 2 * sign_sq hz p + sign_sq hz q)
  -- the two Coulomb shifts agree because the repulsion is symmetric
  have h3 : ∑ p, ∑ q, w p q * (2 - 2 * P q q) = ∑ p, ∑ q, w p q * (2 - 2 * P p p) := by
    rw [Finset.sum_comm]
    refine Finset.sum_congr rfl fun p _ => Finset.sum_congr rfl fun q _ => ?_
    rw [hw.apply p q]
  have h4 : ∑ p, (1 - P p p) * (2 * h p p + 2 * ∑ r, w p r - w p p) =
      ∑ p, h p p * (2 - 2 * P p p) + ∑ p, ∑ q, w p q * (2 - 2 * P p p)
        - 1 / 2 * ∑ p, w p p * (2 - 2 * P p p) := by
    rw [Finset.mul_sum, ← Finset.sum_add_distrib, ← Finset.sum_sub_distrib]
    refine Finset.sum_congr rfl fun p _ => ?_
    rw [← Finset.sum_mul]
    ring
  rw [h4]
  simp only [energy, h1, h2, Finset.sum_add_distrib, Finset.sum_sub_distrib,
    Finset.sum_ite_eq, Finset.mem_univ, if_true]
  rw [h3]
  ring
```

Q: So you choose $h_{pp}$ to make the bracket vanish. Is that physics?

A: The condition is $h_{pp}=-\tfrac12w_{pp}-\sum_{r\ne p}w_{pr}$. The sum is the attraction of a unit core charge on every other site; $-\tfrac12w_{pp}$ fixes the site's own level so that $F_{pp}=0$ when every population is one. A common shift $\mu$ of all site energies adds $2\mu(M-N)$ to the difference, for $M$ sites and $N$ electrons. Unequal atoms generally break the condition.

```lean
/-- Hole symmetry of the Pariser-Parr-Pople energy: with bipartite hopping, symmetric repulsion and
site energies `w_pp / 2 - ∑ r, w_pr`, the densities `P` and `2 - Z P Z` have the same energy. -/
theorem energy_holeDensity {z : n → ℝ} {h w : Matrix n n ℝ} (hz : IsSublatticeSign z)
    (hb : IsBipartite z h) (hw : w.IsSymm) (hd : ∀ p, h p p = w p p / 2 - ∑ r, w p r)
    (P : Matrix n n ℝ) : energy h w (holeDensity z P) = energy h w P := by
  rw [← sub_eq_zero, energy_holeDensity_sub hz hb hw]
  refine Finset.sum_eq_zero fun p _ => ?_
  rw [hd p]
  ring
```

Q: Show me numbers where the two densities aren't related by a symmetry of the molecule.

A: Take $w_{11}=4$, $w_{22}=2$, $w_{12}=1$, $h_{12}=-1$. The condition gives $h_{11}=-3$, $h_{22}=-2$. Let $P_{11}=1.6$, $P_{22}=0.4$, $P_{12}=0.8$, so $P'$ has populations $0.4$ and $1.6$ and the same bond order. Then
$$E(P)=-7.2+2.96=-4.24,\qquad E(P')=-6.0+1.76=-4.24.$$

Q: Could other site energies work too?

A: Not for all symmetric $P$. Empty site $p$, put one electron on every other site and set the bond orders to zero: only the bracket for $p$ survives, so it must vanish. With more than one site this test density is not a closed-shell determinant; the equivalence quantifies over all symmetric matrices.

```lean
/-- For bipartite hopping and symmetric repulsion, `P` and `2 - Z P Z` have the same energy for all
real symmetric matrices `P` exactly when the site energies are `w_pp / 2 - ∑ r, w_pr`. -/
theorem energy_holeDensity_iff {z : n → ℝ} {h w : Matrix n n ℝ} (hz : IsSublatticeSign z)
    (hb : IsBipartite z h) (hw : w.IsSymm) :
    (∀ P : Matrix n n ℝ, P.IsSymm → energy h w (holeDensity z P) = energy h w P) ↔
      ∀ p, h p p = w p p / 2 - ∑ r, w p r := by
  refine ⟨fun H p => ?_, fun hd P _ => energy_holeDensity hz hb hw hd P⟩
  -- test density: site `p` empty, one electron on every other site
  have key := energy_holeDensity_sub hz hb hw (diagonal fun r => if r = p then (0 : ℝ) else 1)
  rw [H _ (Matrix.diagonal_transpose _), sub_self, Finset.sum_eq_single p] at key
  · rw [Matrix.diagonal_apply_eq, if_pos rfl] at key
    linarith
  · intro r _ hr
    rw [Matrix.diagonal_apply_eq, if_neg hr, sub_self, zero_mul]
  · intro hp
    exact absurd (Finset.mem_univ p) hp
```

Q: Do the orbitals follow?

A: The Fock matrix becomes $-ZFZ$. Off the diagonal this is the hopping identity again. On the diagonal,
$$F'_{pp}=h_{pp}+2\sum_r w_{pr}-w_{pp}-\sum_r w_{pr}P_{rr}+\tfrac12w_{pp}P_{pp}=-F_{pp},$$
by the site-energy condition. Here $F'$ is the Fock matrix of $P'$. If $Fc=\varepsilon c$, then $F'Zc=-\varepsilon Zc$, so each orbital of $F$ pairs with an orbital of $F'$ at the opposite energy.

```lean
/-- With bipartite hopping and site energies `w_pp / 2 - ∑ r, w_pr`, the Fock matrix of the hole
density is `-Z F Z`, where `F` is the Fock matrix of `P`. -/
theorem fock_holeDensity {z : n → ℝ} {h w : Matrix n n ℝ} (hz : IsSublatticeSign z)
    (hb : IsBipartite z h) (hd : ∀ p, h p p = w p p / 2 - ∑ r, w p r) (P : Matrix n n ℝ) :
    fock h w (holeDensity z P) = -(diagonal z * fock h w P * diagonal z) := by
  ext p q
  rw [Matrix.neg_apply, Matrix.mul_diagonal, Matrix.diagonal_mul]
  by_cases e : p = q
  · subst e
    have hs : ∑ r, w p r * holeDensity z P r r = 2 * ∑ r, w p r - ∑ r, w p r * P r r := by
      rw [Finset.mul_sum, ← Finset.sum_sub_distrib]
      refine Finset.sum_congr rfl fun r _ => ?_
      rw [holeDensity_diag hz]
      ring
    simp only [fock, Matrix.of_apply, eq_self, if_true]
    rw [hs, holeDensity_diag hz]
    linear_combination 2 * hd p +
      (h p p + ∑ r, w p r * P r r - w p p * P p p / 2) * sign_sq hz p
  · simp only [fock, Matrix.of_apply, if_neg e]
    rw [holeDensity_off z P e]
    linear_combination hopping_sign hz hb e
```

Q: And is $P'$ a legitimate closed-shell density?

A: If $P$ is, yes. Put $X=ZPZ$. From $P^2=2P$ and $Z^2=1$ we get $X^2=2X$, so $(2-X)^2=4-4X+2X=2(2-X)$. Symmetry of $P$ also carries over, by inspection.

```lean
/-- If `P` satisfies the closed-shell condition `P² = 2P`, so does its hole density. -/
theorem holeDensity_idempotent {z : n → ℝ} (hz : IsSublatticeSign z) {P : Matrix n n ℝ}
    (hP : P * P = (2 : ℝ) • P) :
    holeDensity z P * holeDensity z P = (2 : ℝ) • holeDensity z P := by
  have hZ : diagonal z * diagonal z = (1 : Matrix n n ℝ) := by
    rw [Matrix.diagonal_mul_diagonal, ← Matrix.diagonal_one]
    congr 1
    funext p
    exact sign_sq hz p
  have hX : (diagonal z * P * diagonal z) * (diagonal z * P * diagonal z) =
      (2 : ℝ) • (diagonal z * P * diagonal z) := by
    calc _ = diagonal z * P * (diagonal z * diagonal z) * P * diagonal z := by
          simp only [Matrix.mul_assoc]
      _ = diagonal z * (P * P) * diagonal z := by
          rw [hZ, Matrix.mul_one]
          simp only [Matrix.mul_assoc]
      _ = _ := by rw [hP, Matrix.mul_smul, Matrix.smul_mul]
  unfold holeDensity
  rw [sub_mul, mul_sub, mul_sub, hX]
  simp only [Matrix.smul_mul, Matrix.mul_smul, Matrix.one_mul, Matrix.mul_one]
  module
```

The trace gives $N'=2M-N$.

```lean
/-- The electron number of the hole density is twice the number of sites minus that of `P`. -/
theorem trace_holeDensity {z : n → ℝ} (hz : IsSublatticeSign z) (P : Matrix n n ℝ) :
    (holeDensity z P).trace = 2 * (Fintype.card n : ℝ) - P.trace := by
  simp only [Matrix.trace, Matrix.diag_apply, holeDensity_diag hz, Finset.sum_sub_distrib,
    Finset.sum_const, Finset.card_univ, nsmul_eq_mul]
  ring

end

end PPPHoleSymmetry
```

```lean
#print axioms PPPHoleSymmetry.energy_holeDensity
-- 'PPPHoleSymmetry.energy_holeDensity' depends on axioms: [propext, Classical.choice, Quot.sound]
#print axioms PPPHoleSymmetry.energy_holeDensity_iff
-- 'PPPHoleSymmetry.energy_holeDensity_iff' depends on axioms: [propext, Classical.choice, Quot.sound]
#print axioms PPPHoleSymmetry.holeDensity_idempotent
-- 'PPPHoleSymmetry.holeDensity_idempotent' depends on axioms: [propext, Classical.choice, Quot.sound]
#print axioms PPPHoleSymmetry.trace_holeDensity
-- 'PPPHoleSymmetry.trace_holeDensity' depends on axioms: [propext, Classical.choice, Quot.sound]
```

Q: So what may I use it for?

A: Within this finite, closed-shell mean-field model, it pairs cation and anion densities, such as those of allyl with two and four $\pi$ electrons, and gives a test for a Pariser-Parr-Pople program. It concerns the energy as a function of $P$; correlated states would need an argument about the many-electron Hamiltonian.
